# Minimal-basis H₂ has a triplet instability when its orbital gap is below J + K

Place both electrons of minimal-basis H₂ in the bonding orbital, and let $D$ be the gap between the antibonding and bonding orbital energies of this closed shell. Let $J$ and $K$ be the Coulomb and exchange integrals between the two orbitals. Now rotate the spin-up and spin-down orbitals by opposite angles $\pm t$. The closed shell, at $t=0$, is a strict local minimum of the energy along this path if $D>J+K$, and it is not a local minimum if $D<J+K$.

## Two orbitals and six integrals

A minimal basis for H₂ has one function on each atom. Symmetry fixes the two orthonormal molecular orbitals: the gerade (bonding) orbital $g$ and the ungerade (antibonding) orbital $u$. Six real numbers then determine the electronic energy:

- $p$ and $q$, the core energies of $g$ and $u$;
- $A=(gg|gg)$ and $B=(uu|uu)$, their self-repulsions;
- $J=(gg|uu)$ and $K=(gu|gu)$.

Integrals with an odd number of $u$ factors vanish by parity.

Consider a determinant with a spin-up electron in $a=a_0g+a_1u$ and a spin-down electron in $b=b_0g+b_1u$, where both orbitals are real and normalised. The electrons have opposite spins, so there is no exchange term between them, and

$$E=\sum_{ij}h_{ij}(a_ia_j+b_ib_j)+\sum_{ijkl}(ij|kl)\,a_ia_jb_kb_l .$$

The spin-polarising path takes $a=(\cos t,\sin t)$ and $b=(\cos t,-\sin t)$. To first order in $t$, it mixes into the closed shell the combination of the two singly excited determinants that is a triplet with $M_S=0$, hence the name of the instability. In this two-orbital, one-parameter model, the condition $D=J+K$ marks the change of stability that unrestricted Hartree–Fock theory meets when the bond is stretched.

## What the theorems say

`Integrals` holds the six numbers as arbitrary reals, with no positivity assumed. `hcore` and `eri` place them in the core Hamiltonian and in the two-electron tensor, in charge-density order, with index 0 for $g$ and 1 for $u$. `energy` is the double sum above. The nuclear repulsion is left out, since it does not depend on $t$.

`gap` is the difference of the closed-shell orbital energies $h_{ii}+2(ii|00)-(i0|0i)$. The functions `unrestricted` and `restricted` are the energies along two paths: opposite rotations, and a common rotation with $a=b$. `StrictLocalMin f x` says that $f(x)<f(t)$ for all $t\neq x$ close enough to $x$. `IsLocalMin` is Mathlib's non-strict notion.

The main theorem, `triplet_instability`, consists of the two implications stated at the start. Three further theorems concern the coefficient $C=A+B-2J+4K$, called `quartic`, and the restricted path:

- `threshold_case`: if $D=J+K$, the closed shell is a strict local minimum exactly when $C>0$.
- `restricted_stable_unrestricted_unstable`: if $J-3K<D<J+K$, the closed shell is a strict local minimum along the restricted path but not a local minimum along the unrestricted one.
- `broken_symmetry_minimum`: if $0<J+K-D\le C$, the lowest energy on the unrestricted path is $E(0)-(J+K-D)^2/C$, and some angle attains it.

The integrals are inputs, so the theorems do not say at which bond length the threshold occurs. A minimum along one path also does not establish stability against every orbital rotation.

## From the integrals to a polynomial in sin² t

Write $c=\cos t$ and $s=\sin t$. The core term gives $2c^2p+2s^2q$. In the repulsion, $A$ is multiplied by $a_0^2b_0^2=c^4$, $B$ by $a_1^2b_1^2=s^4$, and $J$ by $a_0^2b_1^2+a_1^2b_0^2=2c^2s^2$. Four index choices give $K$, with total weight $4a_0a_1b_0b_1=-4c^2s^2$. Hence

$$E(t)=2c^2p+2s^2q+c^4A+s^4B+2c^2s^2(J-2K).$$

The orbital energies are $p+2A-A=p+A$ and $q+2J-K$, so

$$D=(q+2J-K)-(p+A).$$

Set $x=s^2$, so that $c^2=1-x$. Then

$$E=2(1-x)p+2xq+(1-x)^2A+x^2B+2x(1-x)(J-2K).$$

The constant term is $2p+A=E(0)$. The coefficient of $x$ is $2(q-p-A+J-2K)$, which equals $2(D-J-K)$. The coefficient of $x^2$ is $A+B-2(J-2K)=C$. Therefore

$$E(t)=E(0)+x\,\bigl[2(D-J-K)+Cx\bigr].$$

## Stability from the sign of the bracket

As $t\to0$, $x\to0$ and the bracket tends to $2(D-J-K)$. If this limit is nonzero, the bracket keeps its sign near $t=0$. The factor $x=\sin^2t$ is positive for $0<|t|<\pi$. So if $D>J+K$, the energy rises on both sides of zero, and if $D<J+K$, it falls on both sides. At $D=J+K$ what remains is $E(t)=E(0)+C\sin^4t$, which has a strict local minimum at zero exactly when $C>0$.

On the restricted path $b_1=+s$, so the $K$ term changes sign and $J-2K$ becomes $J+2K$. The same expansion gives

$$E_R(t)=E_R(0)+x\,\bigl[2(D-J+3K)+(A+B-2J-4K)x\bigr],$$

and the restricted threshold is $J-3K$.

For the lowest energy on the unrestricted path, put $\delta=J+K-D$ and complete the square:

$$E(t)=E(0)-\frac{\delta^2}{C}+C\Bigl(x-\frac{\delta}{C}\Bigr)^2 .$$

When $0<\delta\le C$, the value $x=\delta/C$ lies in $(0,1]$ and is reached at $t=\arcsin\sqrt{\delta/C}$.

## Where the inequalities are needed

Take $p=q=A=J=K=0$. Then $D=J+K=0$ and $E(t)=B\sin^4t$. With $B=0$ the energy is constant, so $D\ge J+K$ does not guarantee a strict local minimum. With $B=1$ zero is a strict local minimum, so $D\le J+K$ does not guarantee an instability. Neither strict inequality in the main theorem can be weakened.

The bound $\delta\le C$ matters as well. Take $q=-2$, $B=1$ and the other integrals zero. Then $\delta=2$, $C=1$ and $E=-4x+x^2$. On $0\le x\le1$ the lowest value is $-3$, at $x=1$, whereas the formula would give $-4$. These numbers are algebraic examples, not integrals of a real molecule.

## The stability check in a Hartree–Fock program

After a restricted calculation on minimal-basis H₂ has converged, one takes $D$ from the orbital energies, transforms the two-electron integrals to the molecular orbitals, and evaluates $D-J-K$. The second derivative of the energy along the path is $E''(0)=4(D-J-K)$. In a larger basis the single number becomes a matrix over occupied–virtual pairs, and a negative lowest eigenvalue signals the triplet instability.

Suppose that an unrestricted calculation has equally many spin-up and spin-down electrons and starts from identical occupied orbitals for both spins. It then builds identical Fock matrices for both spins, and so in exact arithmetic the usual self-consistent iteration keeps the two sets of orbitals identical, even when the closed-shell solution is unstable. A common remedy is to mix the highest occupied and lowest unoccupied orbitals with opposite signs for the two spins in the starting guess, which is the rotation by $\pm t$ used here.

The separated-atom limit provides a check on such code. There $p=q$ and $A=B=J=K=w>0$, so $D=0$, $\delta=2w$ and $C=4w$. The minimum is at $\sin^2t=1/2$, with one electron localised on each atom, and its energy is $2p+w-w=2p$, as it should be for two non-interacting atoms.

## The complete Lean file

```lean
import Mathlib

open Real Filter Topology

namespace MinimalBasisH2

noncomputable section

/-- The integrals of minimal-basis H2: core energies `p`, `q` of the gerade and ungerade orbitals,
their self-repulsions `A`, `B`, and the Coulomb and exchange integrals `J`, `K` between them. -/
structure Integrals where
  (p q A B J K : ℝ)

variable (M : Integrals)

/-- The core Hamiltonian in the basis (gerade, ungerade). -/
def hcore : Fin 2 → Fin 2 → ℝ := ![![M.p, 0], ![0, M.q]]

/-- The two-electron integrals `(ij|kl)` in charge-density order; those forbidden by parity
are zero. -/
def eri (i j k l : Fin 2) : ℝ :=
  if i = j then (if k = l then (![![M.A, M.J], ![M.J, M.B]] : Fin 2 → Fin 2 → ℝ) i k else 0)
  else (if k = l then 0 else M.K)

/-- The energy of a determinant with a spin-up electron in orbital `a` and a spin-down electron in
orbital `b`, provided that `a` and `b` are normalised. -/
def energy (a b : Fin 2 → ℝ) : ℝ :=
  (∑ i, ∑ j, hcore M i j * (a i * a j + b i * b j)) +
    ∑ i, ∑ j, ∑ k, ∑ l, eri M i j k l * (a i * a j * b k * b l)

/-- The orbital energies of the closed-shell determinant with a doubly occupied gerade orbital. -/
def orbitalEnergy (i : Fin 2) : ℝ := hcore M i i + 2 * eri M i i 0 0 - eri M i 0 0 i

/-- The gap between the ungerade and the gerade orbital energy. -/
def gap : ℝ := orbitalEnergy M 1 - orbitalEnergy M 0

/-- The energy when the two spin orbitals are rotated by `t` in opposite directions. -/
def unrestricted (t : ℝ) : ℝ := energy M ![cos t, sin t] ![cos t, -sin t]

/-- The energy when both electrons stay in one common orbital, rotated by `t`. -/
def restricted (t : ℝ) : ℝ := energy M ![cos t, sin t] ![cos t, sin t]

/-- The coefficient of `sin⁴ t` in the unrestricted energy. -/
def quartic : ℝ := M.A + M.B - 2 * M.J + 4 * M.K

/-- A strict local minimum: all other points near `x` have higher energy. -/
def StrictLocalMin (f : ℝ → ℝ) (x : ℝ) : Prop := ∀ᶠ t in 𝓝[≠] x, f x < f t

/-- The orbital gap in terms of the molecular integrals. -/
theorem gap_eq : gap M = (M.q + 2 * M.J - M.K) - (M.p + M.A) := by
  simp [gap, orbitalEnergy, hcore, eri]
  ring

/-- The unrestricted energy as a function of the rotation angle. -/
theorem unrestricted_eq (t : ℝ) : unrestricted M t =
    2 * cos t ^ 2 * M.p + 2 * sin t ^ 2 * M.q + cos t ^ 4 * M.A + sin t ^ 4 * M.B
      + 2 * cos t ^ 2 * sin t ^ 2 * (M.J - 2 * M.K) := by
  simp [unrestricted, energy, hcore, eri, Fin.sum_univ_two]
  ring

/-- The unrestricted energy relative to the closed shell is a quadratic polynomial in `sin² t`,
with linear coefficient `2 (D - (J + K))`. -/
theorem unrestricted_expansion (t : ℝ) : unrestricted M t = unrestricted M 0 +
    sin t ^ 2 * (2 * (gap M - (M.J + M.K)) + quartic M * sin t ^ 2) := by
  have h : cos t ^ 2 = 1 - sin t ^ 2 := by linarith [sin_sq_add_cos_sq t]
  have h4 : cos t ^ 4 = (1 - sin t ^ 2) ^ 2 := by rw [← h]; ring
  rw [unrestricted_eq M t, unrestricted_eq M 0, gap_eq, h4, h, cos_zero, sin_zero, quartic]
  ring

/-- The restricted energy relative to the closed shell is a quadratic polynomial in `sin² t`,
with linear coefficient `2 (D - (J - 3K))`. -/
theorem restricted_expansion (t : ℝ) : restricted M t = restricted M 0 +
    sin t ^ 2 * (2 * (gap M - (M.J - 3 * M.K)) +
      (M.A + M.B - 2 * M.J - 4 * M.K) * sin t ^ 2) := by
  have e : ∀ u : ℝ, restricted M u =
      2 * cos u ^ 2 * M.p + 2 * sin u ^ 2 * M.q + cos u ^ 4 * M.A + sin u ^ 4 * M.B
        + 2 * cos u ^ 2 * sin u ^ 2 * (M.J + 2 * M.K) := by
    intro u
    simp [restricted, energy, hcore, eri, Fin.sum_univ_two]
    ring
  have h : cos t ^ 2 = 1 - sin t ^ 2 := by linarith [sin_sq_add_cos_sq t]
  have h4 : cos t ^ 4 = (1 - sin t ^ 2) ^ 2 := by rw [← h]; ring
  rw [e t, e 0, gap_eq, h4, h, cos_zero, sin_zero]
  ring

private lemma sin_ne_near : ∀ᶠ t in 𝓝[≠] (0 : ℝ), sin t ≠ 0 := by
  have hI : ∀ᶠ t in 𝓝 (0 : ℝ), t ∈ Set.Ioo (-π) π :=
    Ioo_mem_nhds (by linarith [pi_pos]) pi_pos
  filter_upwards [hI.filter_mono nhdsWithin_le_nhds, self_mem_nhdsWithin] with t ht h0 hs
  exact h0 ((sin_eq_zero_iff_of_lt_of_lt ht.1 ht.2).1 hs)

/-- An energy whose expansion in `sin² t` has a positive linear coefficient has a strict local
minimum at zero angle. -/
theorem strictLocalMin_of_expansion {f : ℝ → ℝ} {d C : ℝ}
    (hf : ∀ t, f t = f 0 + sin t ^ 2 * (2 * d + C * sin t ^ 2)) (hd : 0 < d) :
    StrictLocalMin f 0 := by
  have hc : Continuous (fun t : ℝ => 2 * d + C * sin t ^ 2) := by fun_prop
  -- the bracket stays positive near zero angle
  have h0 : ∀ᶠ t in 𝓝 (0 : ℝ), 0 < 2 * d + C * sin t ^ 2 :=
    (isOpen_lt continuous_const hc).mem_nhds (by simp [hd])
  unfold StrictLocalMin
  filter_upwards [h0.filter_mono nhdsWithin_le_nhds, sin_ne_near] with t ht hs
  have hp : 0 < sin t ^ 2 * (2 * d + C * sin t ^ 2) := mul_pos (by positivity) ht
  linarith [hf t]

/-- Triplet instability of minimal-basis H2: under opposite rotations of the two spin orbitals
the closed shell is a strict local minimum if `D > J + K`, and not a local minimum if
`D < J + K`. -/
theorem triplet_instability :
    (M.J + M.K < gap M → StrictLocalMin (unrestricted M) 0) ∧
    (gap M < M.J + M.K → ¬ IsLocalMin (unrestricted M) 0) := by
  refine ⟨fun h => strictLocalMin_of_expansion (unrestricted_expansion M) (sub_pos.2 h), ?_⟩
  intro h hmin
  -- the negated energy has a strict local minimum, so the energy falls on both sides
  have hneg : StrictLocalMin (fun t => -unrestricted M t) 0 :=
    strictLocalMin_of_expansion (d := M.J + M.K - gap M) (C := -quartic M)
      (fun t => by linear_combination -unrestricted_expansion M t) (sub_pos.2 h)
  unfold StrictLocalMin at hneg
  have hmin' : ∀ᶠ t in 𝓝 (0 : ℝ), unrestricted M 0 ≤ unrestricted M t := hmin
  obtain ⟨t, h1, h2⟩ := (hneg.and (hmin'.filter_mono nhdsWithin_le_nhds)).exists
  linarith

/-- At the threshold `D = J + K` the closed shell is a strict local minimum exactly when the
coefficient of `sin⁴ t` is positive. -/
theorem threshold_case (h : gap M = M.J + M.K) :
    StrictLocalMin (unrestricted M) 0 ↔ 0 < quartic M := by
  have e : ∀ t, unrestricted M t = unrestricted M 0 + quartic M * (sin t ^ 2) ^ 2 := by
    intro t
    rw [unrestricted_expansion M t, h]
    ring
  unfold StrictLocalMin
  constructor
  · intro hm
    obtain ⟨t, ht⟩ := hm.exists
    by_contra hC
    have hC' : quartic M ≤ 0 := le_of_not_gt hC
    have := mul_nonneg (sub_nonneg.2 hC') (sq_nonneg (sin t ^ 2))
    linarith [e t]
  · intro hC
    filter_upwards [sin_ne_near] with t hs
    have hp : 0 < quartic M * (sin t ^ 2) ^ 2 := by positivity
    linarith [e t]

/-- For `J - 3K < D < J + K` the closed shell is a strict local minimum among doubly occupied
orbitals, but not a local minimum when the two spin orbitals may rotate oppositely. -/
theorem restricted_stable_unrestricted_unstable
    (h1 : M.J - 3 * M.K < gap M) (h2 : gap M < M.J + M.K) :
    StrictLocalMin (restricted M) 0 ∧ ¬ IsLocalMin (unrestricted M) 0 :=
  ⟨strictLocalMin_of_expansion (restricted_expansion M) (sub_pos.2 h1),
    (triplet_instability M).2 h2⟩

/-- If `J + K - D` is positive and at most the coefficient `C` of `sin⁴ t`, the lowest energy on
the unrestricted path lies `(J + K - D)² / C` below the closed shell. -/
theorem broken_symmetry_minimum (h1 : gap M < M.J + M.K)
    (h2 : M.J + M.K - gap M ≤ quartic M) :
    IsLeast (Set.range (unrestricted M))
      (unrestricted M 0 - (M.J + M.K - gap M) ^ 2 / quartic M) := by
  have hd : 0 < M.J + M.K - gap M := sub_pos.2 h1
  have hC : 0 < quartic M := lt_of_lt_of_le hd h2
  -- `r` is the optimal value of `sin² t`
  obtain ⟨r, hr⟩ : ∃ r, r = (M.J + M.K - gap M) / quartic M := ⟨_, rfl⟩
  have hr0 : 0 ≤ r := by rw [hr]; positivity
  have hr1 : r ≤ 1 := by rw [hr]; exact (div_le_one hC).2 h2
  have hCr : quartic M * r = M.J + M.K - gap M := by rw [hr]; field_simp
  have hv : (M.J + M.K - gap M) ^ 2 / quartic M = (M.J + M.K - gap M) * r := by rw [hr]; ring
  rw [hv]
  constructor
  · refine ⟨arcsin (√r), ?_⟩
    have hs1 : √r ≤ 1 := Real.sqrt_le_iff.2 ⟨zero_le_one, by simpa using hr1⟩
    have hs : sin (arcsin (√r)) ^ 2 = r := by
      rw [sin_arcsin (by linarith [Real.sqrt_nonneg r]) hs1, Real.sq_sqrt hr0]
    rw [unrestricted_expansion M (arcsin (√r)), hs]
    linear_combination r * hCr
  · rintro _ ⟨t, rfl⟩
    -- complete the square in `sin² t`
    have key : sin t ^ 2 * (2 * (gap M - (M.J + M.K)) + quartic M * sin t ^ 2)
        + (M.J + M.K - gap M) * r = quartic M * (sin t ^ 2 - r) ^ 2 := by
      linear_combination (2 * sin t ^ 2 - r) * hCr
    have hsq := mul_nonneg hC.le (sq_nonneg (sin t ^ 2 - r))
    linarith [unrestricted_expansion M t]

end

end MinimalBasisH2
```

```lean
#print axioms MinimalBasisH2.triplet_instability
-- 'MinimalBasisH2.triplet_instability' depends on axioms: [propext, Classical.choice, Quot.sound]
#print axioms MinimalBasisH2.threshold_case
-- 'MinimalBasisH2.threshold_case' depends on axioms: [propext, Classical.choice, Quot.sound]
#print axioms MinimalBasisH2.restricted_stable_unrestricted_unstable
-- 'MinimalBasisH2.restricted_stable_unrestricted_unstable' depends on axioms: [propext, Classical.choice, Quot.sound]
#print axioms MinimalBasisH2.broken_symmetry_minimum
-- 'MinimalBasisH2.broken_symmetry_minimum' depends on axioms: [propext, Classical.choice, Quot.sound]
```

## How the proof follows the algebra

`gap_eq` and `unrestricted_eq` derive the formulas for $D$ and $E(t)$ from the tensor definitions: `simp` evaluates the finite sums and `ring` collects the terms. `unrestricted_expansion` replaces $\cos^2t$ by $1-\sin^2t$ and leaves the comparison of coefficients to `ring`. `restricted_expansion` does the same for the common rotation, with its explicit energy formula proved inside as `e`.

The local argument is written once, for any function of the form $f(0)+\sin^2t\,(2d+C\sin^2t)$ with $d>0$. In `strictLocalMin_of_expansion`, continuity keeps the bracket positive near zero, and `sin_ne_near` shows that the sine is nonzero at nearby points other than zero. The product is then positive.

The first half of `triplet_instability` applies this lemma with $d=D-J-K$. The second half applies it to $-E$, with $d=J+K-D$ and $-C$ in place of $C$. The negated energy therefore has a strict local minimum at zero. If $E$ had a local minimum there too, some nearby $t\ne0$ would satisfy both $E(t)<E(0)$ and $E(0)\le E(t)$, and `linarith` closes the contradiction. `restricted_stable_unrestricted_unstable` combines the lemma for the restricted path with this second half.

In `threshold_case` the linear term vanishes. For the forward direction, a single nearby point with higher energy suffices, because $C\le0$ would force $E(t)\le E(0)$ everywhere. The converse uses `sin_ne_near` again.

`broken_symmetry_minimum` is stated with `IsLeast`, so it needs an angle that attains the value and a lower bound for all angles. With $r=\delta/C$, the angle is `arcsin (√r)`; the bounds $0\le r\le1$ ensure that its squared sine is $r$. The lower bound comes from `key`, the completed square with its constant moved to the left-hand side, and from the fact that $C(\sin^2t-r)^2$ is non-negative.
